# At long bond lengths, metal-p weight in a ligand level falls at twice the decay rate of an exponential ligand-metal coupling

When a ligand orbital mixes with a single higher-lying metal p orbital orthogonal to it, the metal-p weight of the lower level never exceeds the squared ratio of the coupling to the separation of the unmixed levels. If the coupling is nonzero and decays exponentially with bond length while the energy separation of the unmixed levels stays fixed, the weight decays at twice that rate in the long-bond limit. In valence-to-core X-ray emission, metal-p character lets a ligand-based level emit into a metal 1s hole by a dipole transition; the result describes that character in a non-interacting two-orbital model, not the full intensity.

## The two-orbital model

```lean
import Mathlib

open Matrix Filter Topology

namespace LigandMetalEmission

noncomputable section
```

The orbitals are orthonormal. The ligand energy is zero, the metal p energy is \(D\), and \(t\) is their real coupling. Call the matrix \(H\).

```lean
/-- The ligand-metal Hamiltonian in the basis (ligand orbital, metal p orbital), with
level separation `D` and coupling `t`. -/
def bondMatrix (D t : ℝ) : Matrix (Fin 2) (Fin 2) ℝ := !![0, t; t, D]
```

A state has real amplitudes \(v_0\) on the ligand and \(v_1\) on the metal, written `v 0` and `v 1`. `IsLowerState` requires normalisation, an eigenvalue equation with energy \(E\), and that no normalised vector has a lower energy expectation.

```lean
/-- A lower state is a normalised eigenvector whose energy does not exceed the energy
expectation value of any normalised vector. -/
def IsLowerState (D t : ℝ) (v : Fin 2 → ℝ) : Prop :=
  v 0 ^ 2 + v 1 ^ 2 = 1 ∧ ∃ E : ℝ, bondMatrix D t *ᵥ v = E • v ∧
    ∀ u : Fin 2 → ℝ, u 0 ^ 2 + u 1 ^ 2 = 1 → E ≤ u ⬝ᵥ (bondMatrix D t *ᵥ u)
```

The metal-p weight is \(w=v_1^2\), so the arbitrary sign of an eigenvector has no effect.

```lean
/-- The metal-p weight of a state: the square of its metal amplitude. -/
def metalWeight (v : Fin 2 → ℝ) : ℝ := v 1 ^ 2
```

At bond length \(R\) the coupling is \(t(R)=t_0e^{-kR}\). This assumed form models a coupling that weakens as the orbital tails move apart, with \(k>0\) the decay rate. The level separation \(D\) does not change with \(R\). Every statement below about lower states takes \(D>0\), and (h) and (i) also take \(k>0\), even where a docstring omits this.

```lean
/-- The ligand-metal coupling at bond length `R`, decaying exponentially at rate `k`. -/
def coupling (t0 k R : ℝ) : ℝ := t0 * Real.exp (-(k * R))
```

Two abbreviations follow: \(S\) for `splitting` and \(N\) for `stateNorm`.

```lean
/-- The quantity `√(D² + 4t²)`, the splitting of the two mixed levels. -/
def splitting (D t : ℝ) : ℝ := √(D ^ 2 + 4 * t ^ 2)

/-- The length of the unnormalised vector `(D + S, -2t)`, with `S` the splitting. -/
def stateNorm (D t : ℝ) : ℝ := √((D + splitting D t) ^ 2 + 4 * t ^ 2)
```

They enter an explicit normalised vector.

```lean
/-- The vector `(D + S, -2t)` divided by its length, with `S` the splitting. -/
def lowerState (D t : ℝ) : Fin 2 → ℝ :=
  ![(D + splitting D t) / stateNorm D t, -(2 * t) / stateNorm D t]
```

## (a) The Hamiltonian acting on a state

**Task.** Show that
\[
Hv=(t v_1,\; t v_0+D v_1).
\]

**Solution.** The first row \((0,t)\) gives \(t v_1\), and the second row \((t,D)\) gives \(t v_0+D v_1\). In Lean, `fin_cases` treats the two rows separately.

```lean
/-- The action of the Hamiltonian on the ligand and metal amplitudes. -/
theorem bondMatrix_mulVec (D t : ℝ) (v : Fin 2 → ℝ) :
    bondMatrix D t *ᵥ v = ![t * v 1, t * v 0 + D * v 1] := by
  ext i
  fin_cases i <;> simp [bondMatrix, Matrix.mulVec, dotProduct, Fin.sum_univ_two]
```

## (b) The energy expectation value

**Task.** For any real vector \(u\), show that
\[
u^{\mathsf T}Hu=2t u_0u_1+D u_1^2.
\]

**Solution.** By (a), the left side is \(u_0(tu_1)+u_1(tu_0+Du_1)\). Collecting terms gives the result. When \(u\) is normalised, this quantity is the energy expectation value.

```lean
/-- For any real vector `u`, the quadratic form of the Hamiltonian (the energy expectation value if
`u` is normalised) is a coupling term plus the metal level energy times the squared metal amplitude.
-/
theorem energy_eq (D t : ℝ) (u : Fin 2 → ℝ) :
    u ⬝ᵥ (bondMatrix D t *ᵥ u) = 2 * t * u 0 * u 1 + D * u 1 ^ 2 := by
  rw [bondMatrix_mulVec]
  simp [dotProduct, Fin.sum_univ_two]
  ring
```

## (c) The size of the splitting

**Task.** For \(D>0\), show that
\[
S^2=D^2+4t^2,\qquad S\ge D.
\]

**Solution.** The radicand defining \(S\) is nonnegative, so squaring the root returns it. Since \(D^2\le D^2+4t^2\) and \(D>0\), taking roots gives the inequality.

```lean
/-- The squared splitting is `D² + 4t²`, and the splitting is at least `D`. -/
theorem splitting_spec {D : ℝ} (hD : 0 < D) (t : ℝ) :
    splitting D t ^ 2 = D ^ 2 + 4 * t ^ 2 ∧ D ≤ splitting D t := by
  constructor
  · exact Real.sq_sqrt (by positivity)
  · exact (Real.le_sqrt' hD).mpr (by nlinarith [sq_nonneg t])
```

## (d) A lower state for every coupling

**Task.** Show that \((D+S,-2t)/N\) is a lower state, with energy
\[
E=\frac{D-S}{2}.
\]

**Solution.** Since \(N^2=(D+S)^2+4t^2>0\), the vector is normalised. The first row of the eigenvalue equation holds because
\[
\frac{(D-S)(D+S)}{2N}=\frac{D^2-S^2}{2N}=-\frac{2t^2}{N}.
\]
In the second row both sides equal \(t(S-D)/N\).

For minimality, put \(P=(D+S)/2>0\). Then \(PE=-t^2\) and \(D-E=P\). For normalised \(u\), write \(E=E(u_0^2+u_1^2)\) to obtain
\[
P\,(u^{\mathsf T}Hu-E)=t^2u_0^2+2tPu_0u_1+P^2u_1^2=(tu_0+Pu_1)^2\ge0.
\]
Dividing by \(P\) gives \(E\le u^{\mathsf T}Hu\). The Lean proof builds the same square with `linear_combination`, from the normalisation and (c). The Lean statement says only that the vector is a lower state for some energy; the value \((D-S)/2\) is supplied inside the proof.

```lean
/-- For every coupling, the explicit vector `lowerState D t` is a lower state. -/
theorem lowerState_witness {D : ℝ} (hD : 0 < D) (t : ℝ) :
    IsLowerState D t (lowerState D t) := by
  obtain ⟨hS, hDS⟩ := splitting_spec hD t
  have hpos : 0 < (D + splitting D t) ^ 2 + 4 * t ^ 2 := by
    have h : 0 < D + splitting D t := by linarith
    positivity
  have hN : stateNorm D t ^ 2 = (D + splitting D t) ^ 2 + 4 * t ^ 2 :=
    Real.sq_sqrt hpos.le
  refine ⟨?_, (D - splitting D t) / 2, ?_, ?_⟩
  · change ((D + splitting D t) / stateNorm D t) ^ 2
      + (-(2 * t) / stateNorm D t) ^ 2 = 1
    rw [div_pow, div_pow, ← add_div, hN, div_eq_one_iff_eq hpos.ne']
    ring
  · rw [bondMatrix_mulVec]
    ext i
    fin_cases i
    · change t * (-(2 * t) / stateNorm D t)
        = (D - splitting D t) / 2 * ((D + splitting D t) / stateNorm D t)
      linear_combination (1 / 2) * (stateNorm D t)⁻¹ * hS
    · change t * ((D + splitting D t) / stateNorm D t) + D * (-(2 * t) / stateNorm D t)
        = (D - splitting D t) / 2 * (-(2 * t) / stateNorm D t)
      ring
  · intro u hu
    rw [energy_eq]
    have hP : 0 < (D + splitting D t) / 2 := by linarith
    -- the energy excess, times a positive factor, is a perfect square
    have h : (D + splitting D t) / 2 *
        (2 * t * u 0 * u 1 + D * u 1 ^ 2 - (D - splitting D t) / 2)
        = (t * u 0 + (D + splitting D t) / 2 * u 1) ^ 2 := by
      linear_combination (D + splitting D t) / 2 * ((D - splitting D t) / 2) * hu
        + u 0 ^ 2 / 4 * hS
    have h2 : 0 ≤ (D + splitting D t) / 2 *
        (2 * t * u 0 * u 1 + D * u 1 ^ 2 - (D - splitting D t) / 2) := by
      rw [h]
      positivity
    have h3 := (mul_nonneg_iff_of_pos_left hP).mp h2
    linarith
```

## (e) The exact metal-p weight

**Task.** Show that every lower state has
\[
w=\frac{2t^2}{S(S+D)}.
\]

**Solution.** The eigenvalue equations are \(tv_1=Ev_0\) and \(tv_0=(E-D)v_1\). Using each in the other gives
\[
(E^2-DE-t^2)v_0=0,\qquad (E^2-DE-t^2)v_1=0.
\]
The amplitudes cannot both vanish, so \(E^2-DE-t^2=0\), and hence \((D-2E)^2=D^2+4t^2\). The pure ligand trial state has energy zero, so \(E\le0\). Thus \(D-2E>0\), and \(S=D-2E\).

Squaring the second eigenvalue equation and using \(v_0^2=1-w\) gives \((D-E)^2w=t^2(1-w)\). With \(D-E=(S+D)/2\) and \(t^2=(S^2-D^2)/4\),
\[
w=\frac{t^2}{(D-E)^2+t^2},\qquad
(D-E)^2+t^2=\frac{S(S+D)}{2},
\]
which gives the target.

In the proof, `hE0` is the trial-state bound, `hq` the secular equation and `hS` the identification of \(S\). The last `linear_combination` verifies the formula with its denominator cleared.

In a numerical treatment of this matrix, a symmetric eigensolver supplies the normalised eigenvector of lowest eigenvalue, and squaring its metal entry gives \(w\) because the basis is orthonormal. At small \(t\), the formula above avoids the cancellation in the equivalent expression \((1-D/S)/2\).

```lean
/-- The exact metal-p weight of any lower state is `2t² / (S (S + D))`, with `S` the
splitting. -/
theorem metalWeight_eq {D t : ℝ} (hD : 0 < D) {v : Fin 2 → ℝ}
    (hv : IsLowerState D t v) :
    metalWeight v = 2 * t ^ 2 / (splitting D t * (splitting D t + D)) := by
  obtain ⟨hn, E, hE, hmin⟩ := hv
  rw [bondMatrix_mulVec] at hE
  have h0 : t * v 1 = E * v 0 := congrFun hE 0
  have h1 : t * v 0 + D * v 1 = E * v 1 := congrFun hE 1
  -- the pure ligand orbital as trial state
  have hE0 : E ≤ 0 := by
    have h := hmin ![1, 0] (by simp)
    rw [energy_eq] at h
    simpa using h
  -- the secular equation
  have hq0 : (E ^ 2 - D * E - t ^ 2) * v 0 = 0 := by
    linear_combination -(E - D) * h0 - t * h1
  have hq1 : (E ^ 2 - D * E - t ^ 2) * v 1 = 0 := by
    linear_combination -E * h1 - t * h0
  have hq : E ^ 2 - D * E - t ^ 2 = 0 := by
    linear_combination v 0 * hq0 + v 1 * hq1 - (E ^ 2 - D * E - t ^ 2) * hn
  have hS : splitting D t = D - 2 * E := by
    have h : D ^ 2 + 4 * t ^ 2 = (D - 2 * E) ^ 2 := by linear_combination -4 * hq
    rw [splitting, h, Real.sqrt_sq (by linarith)]
  have ha : 0 < D - 2 * E := by linarith
  have hb : 0 < D - 2 * E + D := by linarith
  rw [metalWeight, hS, eq_div_iff (mul_pos ha hb).ne']
  linear_combination 2 * ((D - E) * v 1 - t * v 0) * h1 + 2 * t ^ 2 * hn
    + 2 * v 1 ^ 2 * hq
```

## (f) Bounds from both sides

**Task.** Show that
\[
\frac{t^2}{D^2+3t^2}\le w\le\frac{t^2}{D^2}.
\]

**Solution.** From \(S\ge D\) follows \(S(S+D)\ge2D^2\), which gives the upper bound. From \((S-D)^2\ge0\) follows \(SD\le(S^2+D^2)/2\), so
\[
S(S+D)\le\frac{3S^2+D^2}{2}=2(D^2+3t^2),
\]
which gives the lower bound. These denominator estimates are `hlow` and `hup`, both found by `nlinarith`.

```lean
/-- The metal-p weight of a lower state lies between `t² / (D² + 3t²)` and `t² / D²`. -/
theorem metalWeight_bounds {D t : ℝ} (hD : 0 < D) {v : Fin 2 → ℝ}
    (hv : IsLowerState D t v) :
    t ^ 2 / (D ^ 2 + 3 * t ^ 2) ≤ metalWeight v ∧ metalWeight v ≤ t ^ 2 / D ^ 2 := by
  obtain ⟨hS, hDS⟩ := splitting_spec hD t
  have hS0 : 0 < splitting D t := by linarith
  have hlow : 2 * D ^ 2 ≤ splitting D t * (splitting D t + D) := by nlinarith
  have hup : splitting D t * (splitting D t + D) ≤ 2 * (D ^ 2 + 3 * t ^ 2) := by
    nlinarith [sq_nonneg (splitting D t - D)]
  rw [metalWeight_eq hD hv]
  constructor
  · rw [div_le_div_iff₀ (by positivity) (by positivity)]
    linarith [mul_le_mul_of_nonneg_left hup (sq_nonneg t)]
  · rw [div_le_div_iff₀ (by positivity) (by positivity)]
    linarith [mul_le_mul_of_nonneg_left hlow (sq_nonneg t)]
```

## (g) Removing the exponential

**Task.** Show that
\[
t(R)^2e^{2kR}=t_0^2.
\]

**Solution.** Squaring the coupling gives \(t_0^2e^{-2kR}\), and the exponentials multiply to one.

```lean
/-- The squared coupling times `exp(2kR)` is the constant `t0²`. -/
theorem coupling_sq_mul_exp (t0 k R : ℝ) :
    coupling t0 k R ^ 2 * Real.exp (2 * k * R) = t0 ^ 2 := by
  have h : Real.exp (-(k * R)) * Real.exp (-(k * R)) * Real.exp (2 * k * R) = 1 := by
    rw [← Real.exp_add, ← Real.exp_add, ← Real.exp_zero]
    congr 1
    ring
  unfold coupling
  linear_combination t0 ^ 2 * h
```

## (h) The distance law

**Task.** Let \(w(R)\) be the weight of any lower state chosen at each \(R\). Show that
\[
w(R)\le\frac{t(R)^2}{D^2},\qquad
\lim_{R\to\infty}w(R)e^{2kR}=\frac{t_0^2}{D^2}.
\]

**Solution.** The inequality is the upper bound in (f). Multiplying both bounds by \(e^{2kR}>0\) and using (g) gives
\[
\frac{t_0^2}{D^2+3t(R)^2}\le w(R)e^{2kR}\le\frac{t_0^2}{D^2}.
\]
Since \(k>0\), \(t(R)\to0\), and both sides tend to \(t_0^2/D^2\).

In Lean, `Tendsto ... atTop` expresses \(R\to\infty\), and the squeeze lemma receives the two rescaled bounds. The family `v` needs no continuity in \(R\), and \(t_0=0\) is allowed.

```lean
/-- The metal-p weight of the lower state is at most `t(R)² / D²` at every bond length,
and its product with `exp(2kR)` tends to `t0² / D²` as the bond is stretched. -/
theorem metalWeight_distance_law {D k : ℝ} (hD : 0 < D) (hk : 0 < k) (t0 : ℝ)
    {v : ℝ → Fin 2 → ℝ} (hv : ∀ R, IsLowerState D (coupling t0 k R) (v R)) :
    (∀ R, metalWeight (v R) ≤ coupling t0 k R ^ 2 / D ^ 2) ∧
    Tendsto (fun R => metalWeight (v R) * Real.exp (2 * k * R)) atTop
      (𝓝 (t0 ^ 2 / D ^ 2)) := by
  refine ⟨fun R => (metalWeight_bounds hD (hv R)).2, ?_⟩
  have hc : Tendsto (fun R => coupling t0 k R) atTop (𝓝 0) := by
    have h := (Real.tendsto_exp_neg_atTop_nhds_zero.comp
      (tendsto_id.const_mul_atTop hk)).const_mul t0
    rw [mul_zero] at h
    exact h
  have hden : Tendsto (fun R => D ^ 2 + 3 * coupling t0 k R ^ 2) atTop (𝓝 (D ^ 2)) := by
    simpa using ((hc.pow 2).const_mul 3).const_add (D ^ 2)
  have hlow : Tendsto (fun R => t0 ^ 2 / (D ^ 2 + 3 * coupling t0 k R ^ 2)) atTop
      (𝓝 (t0 ^ 2 / D ^ 2)) := tendsto_const_nhds.div hden (by positivity)
  -- squeeze the rescaled weight between the two rescaled bounds
  refine tendsto_of_tendsto_of_tendsto_of_le_of_le hlow tendsto_const_nhds ?_ ?_
  · intro R
    have h := mul_le_mul_of_nonneg_right (metalWeight_bounds hD (hv R)).1
      (Real.exp_pos (2 * k * R)).le
    rw [div_mul_eq_mul_div, coupling_sq_mul_exp] at h
    exact h
  · intro R
    have h := mul_le_mul_of_nonneg_right (metalWeight_bounds hD (hv R)).2
      (Real.exp_pos (2 * k * R)).le
    rw [div_mul_eq_mul_div, coupling_sq_mul_exp] at h
    exact h
```

## (i) Stretching the bond by a fixed amount

**Task.** For \(t_0\ne0\) and any real \(\delta\), show that
\[
\lim_{R\to\infty}\frac{w(R+\delta)}{w(R)}=e^{-2k\delta}.
\]

**Solution.** Write the ratio as
\[
\frac{w(R+\delta)e^{2k(R+\delta)}}{w(R)e^{2kR}}\,e^{-2k\delta}.
\]
By (h), numerator and denominator of the fraction both tend to \(t_0^2/D^2\), which is nonzero because \(t_0\ne0\). The fraction therefore tends to one. In Lean, `hshift` is the shifted limit and `hne` permits the division.

In a bond-length scan of this model, \(-\ln[w(R+\delta)/w(R)]/(2\delta)\) with \(\delta\ne0\) estimates \(k\) at large \(R\).

```lean
/-- For nonzero coupling, the ratio of the metal-p weights at bond lengths `R + δ` and `R`
tends to `exp(-2kδ)` as `R` grows. -/
theorem metalWeight_ratio {D k t0 : ℝ} (hD : 0 < D) (hk : 0 < k) (ht : t0 ≠ 0) (δ : ℝ)
    {v : ℝ → Fin 2 → ℝ} (hv : ∀ R, IsLowerState D (coupling t0 k R) (v R)) :
    Tendsto (fun R => metalWeight (v (R + δ)) / metalWeight (v R)) atTop
      (𝓝 (Real.exp (-(2 * k * δ)))) := by
  have hL := (metalWeight_distance_law hD hk t0 hv).2
  have hne : t0 ^ 2 / D ^ 2 ≠ 0 := by positivity
  have hshift := hL.comp (tendsto_atTop_add_const_right atTop δ tendsto_id)
  have h := (hshift.div hL hne).mul_const (Real.exp (-(2 * k * δ)))
  rw [div_self hne, one_mul] at h
  refine h.congr fun R => ?_
  change metalWeight (v (R + δ)) * Real.exp (2 * k * (R + δ))
    / (metalWeight (v R) * Real.exp (2 * k * R)) * Real.exp (-(2 * k * δ)) = _
  -- the exponential factors cancel
  have he : 2 * k * (R + δ) - 2 * k * R + -(2 * k * δ) = 0 := by ring
  rw [mul_div_mul_comm, ← Real.exp_sub, mul_assoc, ← Real.exp_add, he, Real.exp_zero,
    mul_one]

end

end LigandMetalEmission
```

```lean
#print axioms LigandMetalEmission.metalWeight_ratio
```

```
'LigandMetalEmission.metalWeight_ratio' depends on axioms: [propext, Classical.choice, Quot.sound]
```
